# Origin independence of the structure factor in a one-dimensional model of weak-field ionization

**A:** Let $f$ be a real normalised orbital on the line, with $x f^2$ integrable and mean position $\mu=\int x f(x)^2\,dx$. Suppose that $x^{-p}e^{\kappa x}f(x)\to g$ as $x\to+\infty$. Then $e^{-\kappa\mu}g$ has the same value for $f(x)$ and for every translate $f(x+a)$.

In Lean 4 with Mathlib:

```lean
import Mathlib

open Filter Topology MeasureTheory

namespace WFATStructureFactor

noncomputable section
```

**Q:** What do these symbols stand for in an atom or molecule?

**A:** In atomic units, $\kappa^2/2$ is the binding energy. The exponent $p$ comes from the potential at large distance: a short-range well gives $p=0$, and an attraction $-Z/x$ gives $p=Z/\kappa$. The field pulls the electron towards $+x$, so $g$ is the amplitude of the orbital's tail on the exit side. In the weak-field asymptotic theory (WFAT), the leading ionization rate is a squared structure factor times a field-dependent factor. The three-dimensional theory has one structure factor for each parabolic channel; $e^{-\kappa\mu}g$ is the one-dimensional, one-electron analogue.

**Q:** Does the code compute $\mu$ from the orbital, or is it a free number that can be adjusted to make things cancel?

**A:** It is computed. `meanPosition f` is the integral itself.

```lean
/-- The mean position of the electron in the real orbital `f`: the integral of `x f(x)^2`. -/
def meanPosition (f : ℝ → ℝ) : ℝ := ∫ x, x * f x ^ 2
```

The tail is a limit statement, with $\kappa$, $p$ and $g$ real.

```lean
/-- The orbital `f` has the tail `g x^p exp(-κ x)` at large positive `x`, in the sense that
`x^(-p) exp(κ x) f(x)` tends to `g`. -/
def HasTail (κ p : ℝ) (f : ℝ → ℝ) (g : ℝ) : Prop :=
  Tendsto (fun x : ℝ => x ^ (-p) * Real.exp (κ * x) * f x) atTop (𝓝 g)
```

The structure factor then takes only $\kappa$, $p$ and $f$. Its `limUnder` selects the limit of the stripped tail, and `HasTail` guarantees in the theorems that there is one.

```lean
/-- The structure factor: the tail coefficient of `f` times `exp(-κ ⟨x⟩)`. It is meant for
orbitals whose tail coefficient and mean position exist. -/
def structureFactor (κ p : ℝ) (f : ℝ → ℝ) : ℝ :=
  Real.exp (-κ * meanPosition f) *
    limUnder atTop (fun x : ℝ => x ^ (-p) * Real.exp (κ * x) * f x)
```

**Q:** Nothing here says that $f$ solves a Schrödinger equation.

**A:** True. The tail is assumed, not derived from a Hamiltonian. For a bound state it expresses decay at the rate set by the binding energy. The invariance needs only the tail, the normalisation and the integrability of $x f^2$.

**Q:** Then show me the shift of the mean.

**A:** Write $x=(x+a)-a$ and translate the integration variable:

$$\int x f(x+a)^2\,dx=\int (x-a)f(x)^2\,dx=\mu-a\int f(x)^2\,dx=\mu-a.$$

The `calc` block follows this line. Splitting the integral requires $f^2$ to be integrable, and the normalisation supplies that, because Mathlib gives a non-integrable function the integral $0$, not $1$.

```lean
/-- For a normalised orbital with integrable `x f^2`, passing to `f(x + a)` lowers the mean
position by `a`. -/
theorem meanPosition_translate {f : ℝ → ℝ} (hnorm : ∫ x, f x ^ 2 = 1)
    (hx : Integrable (fun x => x * f x ^ 2)) (a : ℝ) :
    meanPosition (fun x => f (x + a)) = meanPosition f - a := by
  -- a density with integral one is integrable
  have hI : Integrable (fun x => f x ^ 2) := by
    by_contra h
    rw [integral_undef h] at hnorm
    exact zero_ne_one hnorm
  unfold meanPosition
  calc ∫ x, x * f (x + a) ^ 2 = ∫ x, ((x + a) - a) * f (x + a) ^ 2 := by
        simp only [add_sub_cancel_right]
    _ = ∫ x, (x - a) * f x ^ 2 :=
        integral_add_right_eq_self (fun x => (x - a) * f x ^ 2) a
    _ = ∫ x, (x * f x ^ 2 - a * f x ^ 2) := by simp only [sub_mul]
    _ = (∫ x, x * f x ^ 2) - a := by
        rw [integral_sub hx (hI.const_mul a), integral_const_mul, hnorm, mul_one]
```

**Q:** And the tail? The power $x^{-p}$ is not translation invariant.

**A:** It becomes so in the limit. When $x$ and $x+a$ are both positive,

$$x^{-p}e^{\kappa x}f(x+a)=\Big[(x+a)^{-p}e^{\kappa(x+a)}f(x+a)\Big]\Big(1+\frac ax\Big)^{p}e^{-\kappa a}.$$

The bracket tends to $g$, since $x+a\to+\infty$, and the middle factor tends to $1$. The new coefficient is therefore $g\,e^{-\kappa a}$. In the proof, `h3` is the limit of the middle factor, while `e1` and `e2` are the identities for the powers and the exponentials.

```lean
/-- If `f` has tail coefficient `g`, then `f(x + a)` has tail coefficient `g exp(-κ a)`. -/
theorem HasTail.translate {κ p g : ℝ} {f : ℝ → ℝ} (h : HasTail κ p f g) (a : ℝ) :
    HasTail κ p (fun x => f (x + a)) (g * Real.exp (-κ * a)) := by
  unfold HasTail at *
  have h1 : Tendsto (fun x : ℝ => x + a) atTop atTop :=
    tendsto_atTop_add_const_right _ a tendsto_id
  have h2 : Tendsto (fun x : ℝ => a / x) atTop (𝓝 0) :=
    tendsto_const_nhds.div_atTop tendsto_id
  -- the power-law prefactor does not feel the shift at large distance
  have h3 : Tendsto (fun x : ℝ => (1 + a / x) ^ p) atTop (𝓝 1) := by
    have h4 := (h2.const_add 1).rpow_const (p := p) (Or.inl (by norm_num))
    rwa [add_zero, Real.one_rpow] at h4
  have h5 := ((h.comp h1).mul h3).mul_const (Real.exp (-κ * a))
  rw [mul_one] at h5
  refine h5.congr' ?_
  filter_upwards [eventually_gt_atTop 0, h1.eventually_gt_atTop 0] with x hx hxa
  have e0 : 1 + a / x = (x + a) / x := by rw [add_div, div_self hx.ne']
  have e1 : (x + a) ^ (-p) * (1 + a / x) ^ p = x ^ (-p) := by
    rw [e0, Real.div_rpow hxa.le hx.le, Real.rpow_neg hxa.le, Real.rpow_neg hx.le,
      div_eq_mul_inv, inv_mul_cancel_left₀ (Real.rpow_pos_of_pos hxa p).ne']
  have e2 : Real.exp (κ * (x + a)) * Real.exp (-κ * a) = Real.exp (κ * x) := by
    rw [← Real.exp_add]
    congr 1
    ring
  simp only [Function.comp_apply]
  rw [← e1, ← e2]
  ring
```

**Q:** So the two changes have to cancel.

**A:** They do:

$$e^{-\kappa(\mu-a)}\,g\,e^{-\kappa a}=e^{-\kappa\mu}g.$$

First, uniqueness of limits turns the defined structure factor into this explicit product.

```lean
/-- For an orbital with tail coefficient `g`, the structure factor is `exp(-κ ⟨x⟩) g`. -/
theorem structureFactor_eq {κ p g : ℝ} {f : ℝ → ℝ} (h : HasTail κ p f g) :
    structureFactor κ p f = Real.exp (-κ * meanPosition f) * g := by
  unfold HasTail at h
  unfold structureFactor
  rw [h.limUnder_eq]
```

The main theorem then inserts both translation rules and combines the exponentials.

```lean
/-- Origin independence: for a normalised orbital with integrable `x f^2` and a tail
coefficient, the structure factor is the same for `f(x)` and `f(x + a)`. -/
theorem structureFactor_translate {κ p g : ℝ} {f : ℝ → ℝ} (hnorm : ∫ x, f x ^ 2 = 1)
    (hx : Integrable (fun x => x * f x ^ 2)) (h : HasTail κ p f g) (a : ℝ) :
    structureFactor κ p (fun x => f (x + a)) = structureFactor κ p f := by
  rw [structureFactor_eq (h.translate a), structureFactor_eq h,
    meanPosition_translate hnorm hx a]
  have e : Real.exp (-κ * meanPosition f) =
      Real.exp (-κ * (meanPosition f - a)) * Real.exp (-κ * a) := by
    rw [← Real.exp_add]
    congr 1
    ring
  rw [e]
  ring
```

In this one-dimensional, one-electron model, a computed squared structure factor that changes when the whole molecule is moved along the line therefore signals an error in the calculation. The structure factor itself may change sign, because the overall sign of a computed orbital is arbitrary.

**Q:** Could another weight, $e^{-c\mu}$ with $c\neq\kappa$, do equally well?

**A:** Not if $g\neq0$ and $a\neq0$. The shifted product is

$$e^{-c(\mu-a)}\,g\,e^{-\kappa a}=e^{(c-\kappa)a}\,e^{-c\mu}g.$$

It equals $e^{-c\mu}g$ exactly when $e^{(c-\kappa)a}=1$, that is, when $c=\kappa$. In the theorem, $g'$ is any tail coefficient of the translate; uniqueness of limits identifies it with $g\,e^{-\kappa a}$. The displayed identity is `key`.

```lean
/-- For a normalised orbital with integrable `x f^2` and nonzero tail coefficient, and a shift
`a ≠ 0`, the product of `exp(-c ⟨x⟩)` and the tail coefficient is unchanged only for `c = κ`. -/
theorem invariant_weight_iff {κ p g g' c a : ℝ} {f : ℝ → ℝ} (hnorm : ∫ x, f x ^ 2 = 1)
    (hx : Integrable (fun x => x * f x ^ 2)) (h : HasTail κ p f g) (hg : g ≠ 0)
    (ha : a ≠ 0) (h' : HasTail κ p (fun x => f (x + a)) g') :
    Real.exp (-c * meanPosition (fun x => f (x + a))) * g' =
      Real.exp (-c * meanPosition f) * g ↔ c = κ := by
  have hg' : g' = g * Real.exp (-κ * a) := tendsto_nhds_unique h' (h.translate a)
  have e : Real.exp (-c * (meanPosition f - a)) * Real.exp (-κ * a) =
      Real.exp ((c - κ) * a) * Real.exp (-c * meanPosition f) := by
    rw [← Real.exp_add, ← Real.exp_add]
    congr 1
    ring
  -- the shift multiplies the product by `exp((c - κ) a)`
  have key : Real.exp (-c * (meanPosition f - a)) * (g * Real.exp (-κ * a)) =
      Real.exp ((c - κ) * a) * (Real.exp (-c * meanPosition f) * g) := by
    linear_combination g * e
  rw [hg', meanPosition_translate hnorm hx a, key]
  constructor
  · intro H
    have h1 : Real.exp ((c - κ) * a) = 1 :=
      mul_right_cancel₀ (mul_ne_zero (Real.exp_pos _).ne' hg) (H.trans (one_mul _).symm)
    rw [Real.exp_eq_one_iff] at h1
    exact sub_eq_zero.mp ((mul_eq_zero.mp h1).resolve_right ha)
  · intro H
    rw [H, sub_self, zero_mul, Real.exp_zero, one_mul]
```

**Q:** That is bookkeeping about origins. Where does the field enter?

**A:** Through the energy. With potential energy $-Fx$, the first-order Stark shift of the level is $-\mu F$, so $\kappa^2$ becomes $\kappa^2+2\mu F$. Put this into the tunnelling exponential $e^{-2\kappa^3/(3F)}$ and divide by the unshifted one:

$$\exp\!\left(-\frac23\,\frac{(\kappa^2+2\mu F)^{3/2}-\kappa^3}{F}\right).$$

The fraction is a difference quotient at $F=0$. Its limit is the derivative $\tfrac32\,\kappa\cdot2\mu=3\kappa\mu$, so the ratio tends to $e^{-2\kappa\mu}=(e^{-\kappa\mu})^2$ as $F\to0^+$. This is the dipole factor in the squared structure factor. A level shift proportional to $F$ survives as a finite factor because the exponent contains $1/F$.

**Q:** Is the tunnelling formula itself proved?

**A:** No. The exponential and the first-order shift are inputs, and $\mu$ is an arbitrary real number in this theorem. What is proved is the limit of the ratio for $\kappa>0$: `hd` is the derivative, and `hs` passes from the difference quotient to the exponential.

```lean
/-- Replacing `κ^2` by the Stark-shifted `κ^2 + 2 μ F` in the tunnelling exponential
`exp(-2 κ^3 / (3 F))`, with `κ > 0`, multiplies it by a factor that tends to `exp(-κ μ)^2` as
the field `F` tends to zero from above. -/
theorem stark_shift_factor {κ : ℝ} (hκ : 0 < κ) (μ : ℝ) :
    Tendsto (fun F : ℝ => Real.exp (-(2 * (κ ^ 2 + 2 * μ * F) ^ (3 / 2 : ℝ) / (3 * F))) /
      Real.exp (-(2 * κ ^ 3 / (3 * F)))) (𝓝[>] 0) (𝓝 (Real.exp (-κ * μ) ^ 2)) := by
  have h0 : (κ ^ 2 + 2 * μ * 0) ^ (3 / 2 : ℝ) = κ ^ 3 := by
    rw [mul_zero, add_zero, ← Real.rpow_natCast κ 2, ← Real.rpow_mul hκ.le,
      ← Real.rpow_natCast κ 3]
    norm_num
  have hr : (κ ^ 2 + 2 * μ * 0) ^ (3 / 2 - 1 : ℝ) = κ := by
    rw [mul_zero, add_zero, show (3 / 2 - 1 : ℝ) = 1 / 2 by norm_num,
      ← Real.sqrt_eq_rpow, Real.sqrt_sq hκ.le]
  -- first-order response of the cubed decay constant to the field
  have hd : HasDerivAt (fun F : ℝ => (κ ^ 2 + 2 * μ * F) ^ (3 / 2 : ℝ)) (3 * κ * μ) 0 := by
    have h1 : HasDerivAt (fun F : ℝ => κ ^ 2 + 2 * μ * F) (2 * μ * 1) 0 :=
      ((hasDerivAt_id (0 : ℝ)).const_mul (2 * μ)).const_add (κ ^ 2)
    refine (h1.rpow_const (p := 3 / 2) (Or.inr (by norm_num))).congr_deriv ?_
    rw [hr]
    ring
  have hs := (hd.tendsto_slope_zero_right.const_mul (-(2 / 3))).rexp
  have hlim : Real.exp (-κ * μ) ^ 2 = Real.exp (-(2 / 3) * (3 * κ * μ)) := by
    rw [sq, ← Real.exp_add]
    congr 1
    ring
  rw [hlim]
  refine hs.congr fun F => ?_
  rw [← Real.exp_sub, h0, zero_add, smul_eq_mul]
  congr 1
  ring
```

**Q:** Give me one orbital for which I can check everything.

**A:** Take the bound state of a zero-range well at the origin, $f(x)=\sqrt\kappa\,e^{-\kappa|x|}$ with $\kappa>0$.

```lean
/-- The orbital `√κ exp(-κ |x|)` of an electron bound by a zero-range well, for `κ > 0`. -/
def zeroRangeState (κ : ℝ) : ℝ → ℝ := fun x => √κ * Real.exp (-κ * |x|)
```

Its norm is $\int\kappa e^{-2\kappa|x|}\,dx=\kappa\cdot\frac{2}{2\kappa}=1$. Since $t\le e^t$,

$$|x|f(x)^2=\kappa|x|e^{-2\kappa|x|}\le e^{-\kappa|x|},$$

so $x f^2$ is integrable. The density is even, which gives $\mu=0$. For $x>0$ the stripped tail with $p=0$ is $e^{\kappa x}\sqrt\kappa\,e^{-\kappa x}=\sqrt\kappa$, so $g=\sqrt\kappa$, and the structure factor is $e^{0}\sqrt\kappa=\sqrt\kappa$.

The proof takes the same route: `hexp` evaluates the exponential integral, `htail` finds the coefficient, and `hmean` uses the reflection $x\to-x$.

```lean
/-- For `κ > 0` the zero-range orbital is normalised, has integrable `x f^2` and tail
coefficient `√κ` with `p = 0`, and its structure factor is `√κ`. -/
theorem zeroRangeState_witness {κ : ℝ} (hκ : 0 < κ) :
    ∫ x, zeroRangeState κ x ^ 2 = 1 ∧
    Integrable (fun x => x * zeroRangeState κ x ^ 2) ∧
    HasTail κ 0 (zeroRangeState κ) √κ ∧
    structureFactor κ 0 (zeroRangeState κ) = √κ := by
  have hexp : ∀ c : ℝ, 0 < c → ∫ x : ℝ, Real.exp (-c * |x|) = 2 / c := by
    intro c hc
    have h : ∫ x : ℝ, Real.exp (-c * |x|) = 2 * ∫ x in Set.Ioi (0 : ℝ), Real.exp (-c * x) :=
      integral_comp_abs (f := fun x => Real.exp (-c * x))
    rw [h, integral_exp_mul_Ioi (by linarith : -c < 0) 0, mul_zero, Real.exp_zero,
      neg_div_neg_eq]
    ring
  have hsq : ∀ x, zeroRangeState κ x ^ 2 = κ * Real.exp (-(2 * κ) * |x|) := by
    intro x
    unfold zeroRangeState
    rw [mul_pow, Real.sq_sqrt hκ.le, sq, ← Real.exp_add]
    congr 2
    ring
  have hI : Integrable (fun x : ℝ => Real.exp (-κ * |x|)) := by
    by_contra h
    have h1 := hexp κ hκ
    rw [integral_undef h] at h1
    exact (div_pos two_pos hκ).ne h1
  have htail : HasTail κ 0 (zeroRangeState κ) √κ := by
    unfold HasTail
    refine tendsto_const_nhds.congr' ?_
    filter_upwards [eventually_gt_atTop 0] with x hx
    have e : Real.exp (κ * x) * Real.exp (-κ * x) = 1 := by
      rw [← Real.exp_add, neg_mul, add_neg_cancel, Real.exp_zero]
    unfold zeroRangeState
    rw [neg_zero, Real.rpow_zero, abs_of_pos hx]
    linear_combination (-√κ) * e
  -- the density is even, so the mean position vanishes
  have hmean : meanPosition (zeroRangeState κ) = 0 := by
    unfold meanPosition
    simp only [hsq]
    have h := integral_neg_eq_self (fun x : ℝ => x * (κ * Real.exp (-(2 * κ) * |x|))) volume
    simp only [abs_neg, neg_mul, integral_neg] at h ⊢
    linarith
  refine ⟨?_, ?_, htail, ?_⟩
  · simp only [hsq]
    rw [integral_const_mul, hexp (2 * κ) (by linarith)]
    field_simp
  · simp only [hsq]
    refine hI.mono' (by fun_prop : Continuous fun x : ℝ =>
      x * (κ * Real.exp (-(2 * κ) * |x|))).aestronglyMeasurable (Eventually.of_forall fun x => ?_)
    have h1 : κ * |x| ≤ Real.exp (κ * |x|) := by linarith [Real.add_one_le_exp (κ * |x|)]
    rw [Real.norm_eq_abs, abs_mul, abs_of_pos (mul_pos hκ (Real.exp_pos _))]
    calc |x| * (κ * Real.exp (-(2 * κ) * |x|))
        = κ * |x| * Real.exp (-(2 * κ) * |x|) := by ring
      _ ≤ Real.exp (κ * |x|) * Real.exp (-(2 * κ) * |x|) :=
          mul_le_mul_of_nonneg_right h1 (Real.exp_pos _).le
      _ = Real.exp (-κ * |x|) := by
          rw [← Real.exp_add]
          congr 1
          ring
  · rw [structureFactor_eq htail, hmean, mul_zero, Real.exp_zero, one_mul]

end

end WFATStructureFactor
```

**Q:** And if I put the well at $x=-a$?

**A:** Then the orbital is $f(x+a)$, with mean $-a$ and tail coefficient $\sqrt\kappa\,e^{-\kappa a}$. The structure factor is still $\sqrt\kappa$, by `structureFactor_translate`.

```lean
#print axioms WFATStructureFactor.structureFactor_translate
#print axioms WFATStructureFactor.invariant_weight_iff
#print axioms WFATStructureFactor.stark_shift_factor
```

```
'WFATStructureFactor.structureFactor_translate' depends on axioms: [propext, Classical.choice, Quot.sound]
'WFATStructureFactor.invariant_weight_iff' depends on axioms: [propext, Classical.choice, Quot.sound]
'WFATStructureFactor.stark_shift_factor' depends on axioms: [propext, Classical.choice, Quot.sound]
```
